# For Hermitian P and Q, totals of Im(P_nm Q_mn)/(E_n − E_m)^k over all bands of a finite model vanish for even k, as for the Berry curvature, but not in general for odd k, as for the orbital moment

Suppose a program computes the orbital moment of every band at one wavevector, and its output is tested by adding the moments over all bands and expecting zero, as one may for the Berry curvature of a finite model. The test can reject correct numbers. Take two levels with energies E_0 = 0 and E_1 = 1, and let the two velocity components be the Pauli matrices σ_x and σ_y. Up to prefactors, each band then has moment −1, so the total is −2, while the Berry curvatures are 1 and −1 and cancel.

The two quantities have the same numerator and differ in the power of the energy difference below it. The problems below show that an even power makes the total vanish for any finite number of levels, and that for two levels an odd power does not do so in general. For a finite model with non-degenerate bands, in which each curvature is the interband sum below taken over the same bands that are totalled, they justify the zero-sum test for the Berry curvature and show that it does not carry over to the orbital moment.

## Levels, velocities and interband terms

Let n and m label the levels at one fixed wavevector, with real energies E_n. Let P and Q be complex matrices in the energy eigenbasis, which in the application are two Cartesian components of the velocity. In the code the labels form a type `ι`, and the energies are a function `E : ι → ℝ`.

In Lean 4 with Mathlib:

```lean
import Mathlib

open Matrix

namespace BerryCurvatureVersusOrbitalMoment

noncomputable section

variable {ι : Type*}
```

The interband term w_nm of order k, with k a natural number, is defined for n ≠ m by

(E_n − E_m)^k w_nm = Im(P_nm Q_mn).

Order 2 gives the Berry curvature and order 1 the orbital moment. The prefactors left out are the same for all bands, so they do not affect whether a total vanishes. `IsInterbandTerm P Q E k w` says that the array `w` satisfies this equation for every pair of different levels. It puts no condition on the diagonal entries w_nn.

```lean
/-- `w` is an array of interband terms of order `k`: for every pair of different levels, `w n m`
times the `k`-th power of `E n - E m` is the imaginary part of `P_nm Q_mn`. -/
def IsInterbandTerm (P Q : Matrix ι ι ℂ) (E : ι → ℝ) (k : ℕ) (w : ι → ι → ℝ) : Prop :=
  ∀ n m, n ≠ m → (E n - E m) ^ k * w n m = (P n m * Q m n).im
```

The contribution of band n is the sum of w_nm over all m ≠ n. `bandSum` writes this as a sum over every m with the diagonal term replaced by zero, so the unconstrained diagonal never enters. `Fintype ι` makes the number of levels finite.

```lean
/-- The contribution of band `n`: the sum of its interband terms with all other bands. -/
def bandSum [Fintype ι] [DecidableEq ι] (w : ι → ι → ℝ) (n : ι) : ℝ :=
  ∑ m, if m = n then (0 : ℝ) else w n m
```

The counterexample uses two Pauli matrices, with levels numbered 0 and 1. The sign convention is (σ_y)_01 = −i and (σ_y)_10 = i.

```lean
/-- The Pauli matrix `σ_x`. -/
def pauliX : Matrix (Fin 2) (Fin 2) ℂ := !![0, 1; 1, 0]

/-- The Pauli matrix `σ_y`. -/
def pauliY : Matrix (Fin 2) (Fin 2) ℂ := !![0, -Complex.I; Complex.I, 0]
```

Most of the results assume that P and Q are Hermitian, as matrices of observables are. Nothing else ties them to a Hamiltonian: that they are velocities is an interpretation. The energies are assumed distinct, written `Function.Injective E`. Physically, no two bands touch at the chosen wavevector, which excludes spin-degenerate bands, for instance. All bands count equally in the totals, so sums over occupied bands or with thermal weights are not covered.

## (a) The defining equation gives the usual quotient

Show that, for distinct energies, w is an interband term of order k exactly when w_nm = Im(P_nm Q_mn) / (E_n − E_m)^k for all n ≠ m.

If n ≠ m, then E_n − E_m ≠ 0, and so its k-th power is nonzero too. Dividing the defining equation by this power gives the quotient, and multiplying the quotient by it gives the equation back.

The proof goes through the pairs one at a time. `hG` records that the power is nonzero, and `eq_div_iff` moves it across the equation. Hermiticity is not needed.

```lean
/-- For distinct energies the interband terms are the usual quotients
`Im(P_nm Q_mn) / (E_n - E_m)^k`. -/
theorem isInterbandTerm_iff (P Q : Matrix ι ι ℂ) {E : ι → ℝ} (hE : Function.Injective E)
    (k : ℕ) (w : ι → ι → ℝ) :
    IsInterbandTerm P Q E k w ↔
      ∀ n m, n ≠ m → w n m = (P n m * Q m n).im / (E n - E m) ^ k := by
  unfold IsInterbandTerm
  refine forall_congr' fun n => forall_congr' fun m => forall_congr' fun hnm => ?_
  have hG : (E n - E m) ^ k ≠ 0 := pow_ne_zero k (sub_ne_zero.mpr (hE.ne hnm))
  rw [eq_div_iff hG, mul_comm]
```

## (b) The numerator is antisymmetric

Show that, for Hermitian P and Q, exchanging n and m changes the sign of Im(P_nm Q_mn).

Hermiticity means P_nm = conj(P_mn) and Q_mn = conj(Q_nm), where conj is complex conjugation. Hence

P_nm Q_mn = conj(P_mn) conj(Q_nm) = conj(P_mn Q_nm),

and conjugation reverses the imaginary part:

Im(P_nm Q_mn) = −Im(P_mn Q_nm).

In the code, `h1` and `h2` are the two Hermiticity relations. After they are inserted, the products are expanded into real and imaginary parts, and `ring` compares the two sides. The statement includes n = m, where it says that the imaginary part is zero.

```lean
/-- For Hermitian `P` and `Q`, the imaginary part of `P_nm Q_mn` changes sign when the two levels
are exchanged. -/
theorem im_antisymm {P Q : Matrix ι ι ℂ} (hP : P.IsHermitian) (hQ : Q.IsHermitian) (n m : ι) :
    (P n m * Q m n).im = -(P m n * Q n m).im := by
  have h1 : P n m = star (P m n) := (hP.apply n m).symm
  have h2 : Q m n = star (Q n m) := (hQ.apply m n).symm
  rw [h1, h2]
  simp only [Complex.mul_im, Complex.star_def, Complex.conj_re, Complex.conj_im]
  ring
```

## (c) Exchanging two levels gives the sign (−1)^(k+1)

Show that w_mn = (−1)^(k+1) w_nm for n ≠ m, if P and Q are Hermitian and the energies are distinct.

Write the defining equation for the exchanged pair and use (b):

(E_m − E_n)^k w_mn = Im(P_mn Q_nm) = −Im(P_nm Q_mn) = −(E_n − E_m)^k w_nm.

Reversing the energy difference costs a factor (−1)^k, so the left side is

(−1)^k (E_n − E_m)^k w_mn.

Cancel the nonzero power (E_n − E_m)^k:

(−1)^k w_mn = −w_nm.

Multiplying by (−1)^k, whose square is 1, gives the claim. At even order the term is antisymmetric, and at odd order it is symmetric.

The proof has the same ingredients: `h1` and `h2` are the defining equations for the two orderings, `h3` is part (b), and `h4` is the reversal of the energy difference. After the cancellation, the code treats (−1)^k = 1 and (−1)^k = −1 separately, and in each case `linear_combination` adds the three equations with suitable signs.

```lean
/-- For Hermitian `P`, `Q` and distinct energies, exchanging two different levels multiplies an
interband term of order `k` by `(-1)^(k+1)`. -/
theorem interbandTerm_swap {P Q : Matrix ι ι ℂ} (hP : P.IsHermitian) (hQ : Q.IsHermitian)
    {E : ι → ℝ} (hE : Function.Injective E) {k : ℕ} {w : ι → ι → ℝ}
    (hw : IsInterbandTerm P Q E k w) {n m : ι} (hnm : n ≠ m) :
    w m n = (-1) ^ (k + 1) * w n m := by
  have hG : (E n - E m) ^ k ≠ 0 := pow_ne_zero k (sub_ne_zero.mpr (hE.ne hnm))
  have h1 := hw n m hnm
  have h2 := hw m n hnm.symm
  have h3 := im_antisymm hP hQ n m
  -- reversing the energy difference costs a factor (-1)^k
  have h4 : (E m - E n) ^ k = (-1) ^ k * (E n - E m) ^ k := by
    rw [← mul_pow]
    congr 1
    ring
  rw [h4] at h2
  apply mul_left_cancel₀ hG
  rw [pow_succ]
  rcases neg_one_pow_eq_or ℝ k with h | h
  · rw [h] at h2 ⊢
    linear_combination h1 + h2 + h3
  · rw [h] at h2 ⊢
    linear_combination -h1 - h2 - h3
```

## (d) At even order the total over all bands is zero

Show that, for even k, Hermitian P and Q and finitely many distinct energies, the band contributions add to zero.

Let T be the total,

T = Σ_n Σ_(m≠n) w_nm.

Each ordered pair of different levels occurs once, so renaming n as m and m as n leaves the total unchanged. By (c) with k even, w_mn = −w_nm, and therefore

T = Σ_n Σ_(m≠n) w_mn = −Σ_n Σ_(m≠n) w_nm = −T.

Thus 2T = 0 and T = 0. For k = 2 this is the sum rule for the Berry curvature. With a single level there are no pairs, and the total is zero trivially.

The auxiliary equation `h` in the code is T = −T. `Finset.sum_comm` exchanges the order of summation, after which the two double sums are compared term by term: diagonal terms are zero on both sides, and off-diagonal terms agree by (c). The closing `linarith` draws T = 0 from T = −T.

```lean
/-- For Hermitian `P`, `Q` and finitely many distinct energies, the band contributions of any even
order add to zero over all bands. -/
theorem sum_bandSum_eq_zero [Fintype ι] [DecidableEq ι] {P Q : Matrix ι ι ℂ}
    (hP : P.IsHermitian) (hQ : Q.IsHermitian) {E : ι → ℝ} (hE : Function.Injective E)
    {k : ℕ} (hk : Even k) {w : ι → ι → ℝ} (hw : IsInterbandTerm P Q E k w) :
    ∑ n, bandSum w n = 0 := by
  unfold bandSum
  -- exchanging the summation indices turns the total into its negative
  have h : (∑ n, ∑ m, if m = n then (0 : ℝ) else w n m)
      = -∑ n, ∑ m, if m = n then (0 : ℝ) else w n m := by
    conv_lhs => rw [Finset.sum_comm]
    rw [← Finset.sum_neg_distrib]
    refine Finset.sum_congr rfl fun n _ => ?_
    rw [← Finset.sum_neg_distrib]
    refine Finset.sum_congr rfl fun m _ => ?_
    by_cases hnm : n = m
    · subst hnm
      simp
    · rw [if_neg hnm, if_neg (Ne.symm hnm), interbandTerm_swap hP hQ hE hw hnm,
        pow_succ, hk.neg_one_pow]
      ring
  linarith
```

## (e) The moment term is the energy difference times the curvature term

Let μ_nm be the interband term of order 1 and Ω_nm that of order 2, for the same P, Q and distinct energies. Show that μ_nm = (E_n − E_m) Ω_nm for n ≠ m.

Both defining equations have the same right side, so

(E_n − E_m) μ_nm = Im(P_nm Q_mn) = (E_n − E_m)^2 Ω_nm.

Cancelling one factor E_n − E_m gives the result. For Hermitian P and Q, it shows how the cancellation in (d) is lost: Ω_nm changes sign under exchange of the levels, but so does the energy difference, and their product keeps its sign.

The proof cancels the same factor with `mul_left_cancel₀` and subtracts one defining equation from the other. The relation holds pair by pair. For two levels each band has one partner, so its total moment is the energy difference times its total curvature. With three or more levels no single energy difference can be taken out of the sum in this way, since E_n − E_m varies with m.

```lean
/-- For distinct energies and each pair of different levels, the interband term of order 1 is the
energy difference times the interband term of order 2. -/
theorem moment_eq_gap_mul_curvature {P Q : Matrix ι ι ℂ} {E : ι → ℝ}
    (hE : Function.Injective E) {μ Ω : ι → ι → ℝ} (hμ : IsInterbandTerm P Q E 1 μ)
    (hΩ : IsInterbandTerm P Q E 2 Ω) {n m : ι} (hnm : n ≠ m) :
    μ n m = (E n - E m) * Ω n m := by
  apply mul_left_cancel₀ (sub_ne_zero.mpr (hE.ne hnm))
  linear_combination hμ n m hnm - hΩ n m hnm
```

## (f) Two levels contribute equally at odd order

Show that, for two levels with distinct energies, Hermitian P and Q and odd k, both bands make the same contribution.

Each band has only one partner. Band 0 contributes w_01 and band 1 contributes w_10. For odd k the exponent k + 1 is even, so (c) gives w_10 = w_01.

Here the level type is `Fin 2`, whose elements are 0 and 1. The code applies (c) to this pair, then writes out both band sums and compares them. The common value may still be zero, for example when P = Q, so equality alone does not show that the sum rule fails. Part (h) gives matrices for which it does.

```lean
/-- For two levels with distinct energies and Hermitian `P` and `Q`, the two bands have equal
contributions of any odd order. -/
theorem two_level_odd_equal {P Q : Matrix (Fin 2) (Fin 2) ℂ} (hP : P.IsHermitian)
    (hQ : Q.IsHermitian) {E : Fin 2 → ℝ} (hE : Function.Injective E) {k : ℕ} (hk : Odd k)
    {w : Fin 2 → Fin 2 → ℝ} (hw : IsInterbandTerm P Q E k w) :
    bandSum w 1 = bandSum w 0 := by
  have h := interbandTerm_swap hP hQ hE hw (show (0 : Fin 2) ≠ 1 by decide)
  rw [pow_succ, hk.neg_one_pow] at h
  simp only [bandSum, Fin.sum_univ_two]
  simp
  linarith
```

## (g) The Pauli matrices σ_x and σ_y are Hermitian

Check that σ_x and σ_y equal their conjugate transposes.

The diagonals are zero. For σ_x the off-diagonal entries are both 1. For σ_y,

conj((σ_y)_10) = conj(i) = −i = (σ_y)_01,

and the other off-diagonal entry follows by conjugation. The code checks all four entries of each matrix.

```lean
/-- The Pauli matrices `σ_x` and `σ_y` are Hermitian. -/
theorem pauli_isHermitian : pauliX.IsHermitian ∧ pauliY.IsHermitian := by
  constructor
  · show pauliXᴴ = pauliX
    ext i j
    fin_cases i <;> fin_cases j <;> simp [pauliX]
  · show pauliYᴴ = pauliY
    ext i j
    fin_cases i <;> fin_cases j <;> simp [pauliY]
```

## (h) For σ_x and σ_y the odd-order contributions are equal and nonzero

Take P = σ_x, Q = σ_y, two distinct energies and odd k. Find the contribution of each band.

The numerator for band 0 is

Im((σ_x)_01 (σ_y)_10) = Im(1 · i) = 1,

so its contribution is

w_01 = 1 / (E_0 − E_1)^k.

By (f), band 1 contributes the same amount. This is nonzero, and the total is 2 / (E_0 − E_1)^k. At k = 1, with the energies 0 and 1 of the opening example, each band gives −1.

The theorem states three facts together: the value for band 0, the value for band 1, and that the first is nonzero. In its proof, `hv` is the numerator, `hb` reduces the band sum to w_01, and `h1` carries the value over to the other band.

```lean
/-- For `P = σ_x`, `Q = σ_y`, two distinct energies and any odd order `k`, both bands contribute the
same nonzero amount `1 / (E_0 - E_1)^k`. -/
theorem pauli_odd_order {E : Fin 2 → ℝ} (hE : Function.Injective E) {k : ℕ} (hk : Odd k)
    {w : Fin 2 → Fin 2 → ℝ} (hw : IsInterbandTerm pauliX pauliY E k w) :
    bandSum w 0 = 1 / (E 0 - E 1) ^ k ∧ bandSum w 1 = 1 / (E 0 - E 1) ^ k ∧
      bandSum w 0 ≠ 0 := by
  have h01 : (0 : Fin 2) ≠ 1 := by decide
  have hG : (E 0 - E 1) ^ k ≠ 0 := pow_ne_zero k (sub_ne_zero.mpr (hE.ne h01))
  have hv : (pauliX 0 1 * pauliY 1 0).im = 1 := by simp [pauliX, pauliY]
  have hb : bandSum w 0 = w 0 1 := by simp [bandSum, Fin.sum_univ_two]
  have h0 : bandSum w 0 = 1 / (E 0 - E 1) ^ k := by
    rw [hb, eq_div_iff hG]
    linear_combination hw 0 1 h01 + hv
  have h1 := two_level_odd_equal pauli_isHermitian.1 pauli_isHermitian.2 hE hk hw
  exact ⟨h0, h1.trans h0, by rw [h0]; exact one_div_ne_zero hG⟩
```

## (i) For two levels the sum rule holds exactly at even order

Fix two distinct energies and a natural number k. Show that the band contributions of order k add to zero for all Hermitian P and Q if and only if k is even.

If k is even, (d) gives the zero total. Conversely, suppose the total is zero for every Hermitian pair but k is odd. Then it is zero for σ_x and σ_y in particular, whereas (h) gives

w_01 + w_10 = 2 / (E_0 − E_1)^k ≠ 0.

This is a contradiction, so k is even.

The quantifier over P and Q stands inside the equivalence. At odd order some Hermitian pairs still have a zero total, but not all of them do. The converse concerns two levels only, while (d) holds for any finite number.

To use the assumed sum rule, the code needs an actual array `w` for the Pauli matrices. It takes the quotients from (a), which also confirms that they satisfy the defining equation. Since (h) makes the two contributions equal, a zero sum would force the first to vanish, and `hne` rules that out.

```lean
/-- For two distinct levels, the band contributions of order `k` add to zero for all Hermitian
`P` and `Q` exactly when `k` is even. -/
theorem two_level_sum_rule_iff_even {E : Fin 2 → ℝ} (hE : Function.Injective E) (k : ℕ) :
    (∀ (P Q : Matrix (Fin 2) (Fin 2) ℂ) (w : Fin 2 → Fin 2 → ℝ), P.IsHermitian →
      Q.IsHermitian → IsInterbandTerm P Q E k w → ∑ n, bandSum w n = 0) ↔ Even k := by
  constructor
  · intro h
    by_contra hk
    have hodd : Odd k := Nat.not_even_iff_odd.mp hk
    -- the Pauli matrices violate the sum rule at odd order
    have hw : IsInterbandTerm pauliX pauliY E k
        (fun n m => (pauliX n m * pauliY m n).im / (E n - E m) ^ k) :=
      (isInterbandTerm_iff _ _ hE k _).mpr fun _ _ _ => rfl
    have hsum := h _ _ _ pauli_isHermitian.1 pauli_isHermitian.2 hw
    obtain ⟨h0, h1, hne⟩ := pauli_odd_order hE hodd hw
    rw [Fin.sum_univ_two] at hsum
    apply hne
    linarith
  · intro hk P Q w hP hQ hw
    exact sum_bandSum_eq_zero hP hQ hE hk hw

end

end BerryCurvatureVersusOrbitalMoment
```

```lean
#print axioms BerryCurvatureVersusOrbitalMoment.sum_bandSum_eq_zero
#print axioms BerryCurvatureVersusOrbitalMoment.moment_eq_gap_mul_curvature
#print axioms BerryCurvatureVersusOrbitalMoment.two_level_sum_rule_iff_even
```

```
'BerryCurvatureVersusOrbitalMoment.sum_bandSum_eq_zero' depends on axioms: [propext, Classical.choice, Quot.sound]
'BerryCurvatureVersusOrbitalMoment.moment_eq_gap_mul_curvature' depends on axioms: [propext, Classical.choice, Quot.sound]
'BerryCurvatureVersusOrbitalMoment.two_level_sum_rule_iff_even' depends on axioms: [propext, Classical.choice, Quot.sound]
```
